# Positivity of the mixed dynamic form factor and a sharp bound on constructive interference

The mixed dynamic form factor is modelled here as the matrix of inner products of $n$ vectors $\varphi_j$ in an arbitrary complex inner-product space $E$. The vector $\varphi_j$, which need not be normalised, is the excited state that beam $j$ of a fast probe electron produces in the sample. Beams are labelled by a finite type `ι` with $n$ elements, `Fintype.card ι` in the code, and final states by a finite type `κ`. The space $E$ may have infinite dimension.

In Lean 4 with Mathlib:

```lean
import Mathlib

open scoped InnerProductSpace ComplexConjugate ComplexOrder

namespace MixedDynamicFormFactor

noncomputable section

variable {ι κ E : Type*} [Fintype ι] [Fintype κ]
  [NormedAddCommGroup E] [InnerProductSpace ℂ E]
```

The inner product is conjugate-linear in its first argument, and the matrix is $S_{jk}=\langle\varphi_j,\varphi_k\rangle$.

```lean
/-- The mixed dynamic form factor `S j k = ⟨φ j, φ k⟩` of the excited vectors `φ j`. -/
def mdff (φ : ι → E) : Matrix ι ι ℂ :=
  Matrix.of fun j k => ⟪φ j, φ k⟫_ℂ
```

To connect this with spectroscopy, let $\psi$ be the initial state of the sample, $T_j$ the transition operator of beam $j$ (for instance $e^{i\mathbf q_j\cdot\mathbf r}$), and $f_m$ the final states selected by the energy loss. The excited vector is then $\varphi_j=\sum_m\langle f_m,T_j\psi\rangle f_m$. A finite list of final states stands in for the energy-conserving delta function and any continuum.

```lean
/-- The part of `T j ψ` that lies in the span of the final states `f m`, when these are
orthonormal; `T j` is the transition operator of beam `j` and `ψ` the initial state. -/
def excitedPart (f : κ → E) (T : ι → E →ₗ[ℂ] E) (ψ : E) (j : ι) : E :=
  ∑ m, ⟪f m, T j ψ⟫_ℂ • f m
```

Beam $j$ has a complex amplitude $a_j$, into which prefactors such as the Coulomb factor are absorbed. For one detected direction of the scattered electron, the coherent intensity is $I_{\rm coh}=\sum_{j,k}\overline{a_j}\,S_{jk}\,a_k$.

```lean
/-- The coherent intensity: the sum of `conj (a j) * S j k * a k` over all pairs of beams. -/
def coherentIntensity (S : Matrix ι ι ℂ) (a : ι → ℂ) : ℂ :=
  ∑ j, ∑ k, conj (a j) * S j k * a k
```

Keeping only the diagonal terms gives the intensity without interference, $I_{\rm inc}=\sum_j\overline{a_j}\,S_{jj}\,a_j$. Both intensities are complex numbers by type; that they are real has to be shown.

```lean
/-- The intensity without interference: only the diagonal terms `j = k` are kept. -/
def incoherentIntensity (S : Matrix ι ι ℂ) (a : ι → ℂ) : ℂ :=
  ∑ j, conj (a j) * S j j * a j
```

## (a) Transition matrix elements

For orthonormal $f_m$, express the form factor of the excited vectors through transition matrix elements:
$$S_{jk}=\sum_m\langle T_j\psi,f_m\rangle\langle f_m,T_k\psi\rangle .$$

**Solution.** Expanding both vectors gives
$$\langle\varphi_j,\varphi_k\rangle=\sum_{m,m'}\overline{\langle f_m,T_j\psi\rangle}\,\langle f_{m'},T_k\psi\rangle\,\langle f_m,f_{m'}\rangle .$$
Orthonormality leaves only $m'=m$, and $\overline{\langle f_m,T_j\psi\rangle}=\langle T_j\psi,f_m\rangle$. In the code, `hf.inner_sum` collapses the double sum and `inner_conj_symm` turns the conjugate around.

```lean
omit [Fintype ι] in
/-- For orthonormal final states, the mixed dynamic form factor of the excited parts is the sum
over final states of products of two transition matrix elements. -/
theorem mdff_eq_sum_final_states {f : κ → E} (hf : Orthonormal ℂ f)
    (T : ι → E →ₗ[ℂ] E) (ψ : E) (j k : ι) :
    mdff (excitedPart f T ψ) j k = ∑ m, ⟪T j ψ, f m⟫_ℂ * ⟪f m, T k ψ⟫_ℂ := by
  simp only [mdff, Matrix.of_apply, excitedPart]
  rw [hf.inner_sum]
  refine Finset.sum_congr rfl fun m _ => ?_
  rw [inner_conj_symm]
```

## (b) A vector with itself

Show that the inner product of a vector with itself is a real number, its squared norm:
$$\langle x,x\rangle=\|x\|^2 .$$

**Solution.** Conjugate symmetry gives $\langle x,x\rangle=\overline{\langle x,x\rangle}$, so the value is real, and the norm is defined as its square root. The lemma states this as an equation in $\mathbb C$, with the real number $\|x\|^2$ embedded there.

```lean
/-- The inner product of a vector with itself is its squared norm, a real number. -/
lemma inner_self_cast (x : E) : ⟪x, x⟫_ℂ = ((‖x‖ ^ 2 : ℝ) : ℂ) :=
  (inner_self_eq_norm_sq_to_K x).trans (Complex.ofReal_pow _ _).symm
```

## (c) The coherent intensity as a norm

Write the coherent intensity as the squared norm of one superposed vector:
$$I_{\rm coh}=\Big\|\sum_j a_j\varphi_j\Big\|^2 .$$

**Solution.** By (b), the right side is
$$\Big\langle\sum_j a_j\varphi_j,\sum_k a_k\varphi_k\Big\rangle=\sum_{j,k}\overline{a_j}\,a_k\langle\varphi_j,\varphi_k\rangle ,$$
which is the definition of $I_{\rm coh}$. The proof expands the first sum with `sum_inner`, the second with `inner_sum`, and then takes out the amplitudes.

```lean
/-- The coherent intensity is the squared norm of the superposed excited vectors. -/
theorem coherentIntensity_eq (φ : ι → E) (a : ι → ℂ) :
    coherentIntensity (mdff φ) a = ((‖∑ j, a j • φ j‖ ^ 2 : ℝ) : ℂ) := by
  rw [coherentIntensity, ← inner_self_cast, sum_inner]
  refine Finset.sum_congr rfl fun j _ => ?_
  rw [inner_sum]
  refine Finset.sum_congr rfl fun k _ => ?_
  rw [inner_smul_left, inner_smul_right]
  simp only [mdff, Matrix.of_apply]
  ring
```

## (d) The diagonal part as a sum of norms

Do the same for the intensity without interference:
$$I_{\rm inc}=\sum_j\|a_j\varphi_j\|^2 .$$

**Solution.** Each term is $\overline{a_j}\,a_j\langle\varphi_j,\varphi_j\rangle=\langle a_j\varphi_j,a_j\varphi_j\rangle=\|a_j\varphi_j\|^2$. The code makes this comparison term by term.

```lean
/-- The intensity without interference is the sum of the squared norms of the single
contributions. -/
theorem incoherentIntensity_eq (φ : ι → E) (a : ι → ℂ) :
    incoherentIntensity (mdff φ) a = ((∑ j, ‖a j • φ j‖ ^ 2 : ℝ) : ℂ) := by
  rw [incoherentIntensity, Complex.ofReal_sum]
  refine Finset.sum_congr rfl fun j _ => ?_
  rw [← inner_self_cast, inner_smul_left, inner_smul_right]
  simp only [mdff, Matrix.of_apply]
  ring
```

## (e) Positivity

Show that $S$ is positive semidefinite, that is, Hermitian with
$$a^\dagger S\,a\ge 0\quad\text{for every } a\in\mathbb C^n .$$

**Solution.** Hermiticity is $\overline{\langle\varphi_k,\varphi_j\rangle}=\langle\varphi_j,\varphi_k\rangle$. The quadratic form $a^\dagger Sa$ is $I_{\rm coh}$, a squared norm by (c). The step `h` identifies Mathlib's matrix-vector expression with `coherentIntensity`.

```lean
/-- The mixed dynamic form factor is a positive semidefinite matrix. -/
theorem mdff_posSemidef (φ : ι → E) : (mdff φ).PosSemidef := by
  refine Matrix.PosSemidef.of_dotProduct_mulVec_nonneg
    (Matrix.IsHermitian.ext fun j k => inner_conj_symm _ _) fun a => ?_
  -- the quadratic form is the coherent intensity, hence a squared norm
  have h : star a ⬝ᵥ (mdff φ).mulVec a = coherentIntensity (mdff φ) a := by
    simp [dotProduct, Matrix.mulVec, coherentIntensity, Finset.mul_sum, mul_assoc]
  rw [h, coherentIntensity_eq]
  exact Complex.zero_le_real.2 (sq_nonneg _)
```

## (f) Complete extinction

Find when the coherent signal disappears:
$$I_{\rm coh}=0\iff\sum_j a_j\varphi_j=0 .$$

**Solution.** By (c) the intensity is a squared norm, and only the zero vector has norm zero. The rewriting steps remove the embedding into $\mathbb C$, the square and the norm in turn.

```lean
/-- The coherent intensity vanishes exactly when the superposed excited vectors cancel. -/
theorem coherentIntensity_eq_zero_iff (φ : ι → E) (a : ι → ℂ) :
    coherentIntensity (mdff φ) a = 0 ↔ ∑ j, a j • φ j = 0 := by
  rw [coherentIntensity_eq, Complex.ofReal_eq_zero, sq_eq_zero_iff, norm_eq_zero]
```

## (g) Pair distances

For vectors $v_1,\dots,v_n$, sum the squared distances over all ordered pairs:
$$\sum_{j,k}\|v_j-v_k\|^2=2\Big(n\sum_j\|v_j\|^2-\Big\|\sum_j v_j\Big\|^2\Big).$$

**Solution.** Expand $\|v_j-v_k\|^2=\|v_j\|^2-2\,\mathrm{Re}\langle v_j,v_k\rangle+\|v_k\|^2$. Summed over both indices, the first and last terms each give $n\sum_j\|v_j\|^2$. The middle term gives $-2\|\sum_j v_j\|^2$, because $\sum_{j,k}\mathrm{Re}\langle v_j,v_k\rangle=\|\sum_j v_j\|^2$. This last identity is `h` in the code; `norm_sub_sq` supplies the expansion.

```lean
/-- The squared distances between `n` vectors, summed over all ordered pairs, are twice the
difference between `n` times the sum of squared norms and the squared norm of the sum. -/
theorem sum_pair_distances (v : ι → E) :
    ∑ j, ∑ k, ‖v j - v k‖ ^ 2
      = 2 * ((Fintype.card ι : ℝ) * ∑ j, ‖v j‖ ^ 2 - ‖∑ j, v j‖ ^ 2) := by
  have h : ‖∑ j, v j‖ ^ 2 = ∑ j, ∑ k, RCLike.re ⟪v j, v k⟫_ℂ := by
    rw [← inner_self_eq_norm_sq (𝕜 := ℂ), sum_inner, map_sum]
    refine Finset.sum_congr rfl fun j _ => ?_
    rw [inner_sum, map_sum]
  rw [h]
  simp only [norm_sub_sq (𝕜 := ℂ), Finset.sum_add_distrib, Finset.sum_sub_distrib,
    ← Finset.mul_sum, Finset.sum_const, Finset.card_univ, nsmul_eq_mul]
  ring
```

## (h) The bound and its equality case

Compare the two intensities, and determine when the bound is attained:
$$I_{\rm coh}\le n\,I_{\rm inc},\qquad I_{\rm coh}=n\,I_{\rm inc}\iff a_j\varphi_j=a_k\varphi_k\ \text{ for all } j,k .$$

**Solution.** Put $v_j=a_j\varphi_j$ in (g). By (c) and (d),
$$\sum_{j,k}\|a_j\varphi_j-a_k\varphi_k\|^2=2\,(n\,I_{\rm inc}-I_{\rm coh}).$$
The left side is nonnegative, which is the bound. Equality holds exactly when the left side vanishes. A sum of nonnegative terms vanishes only if every term does, so all contributions agree; conversely, equal contributions make every distance zero.

The theorem's `≤` is the order of $\mathbb C$, which compares real parts and requires equal imaginary parts. The `rw` step reduces it to real numbers, `hd` is the identity from (g), and `hpos` is the nonnegativity. Applying `Finset.sum_eq_zero_iff_of_nonneg` twice isolates a single pair.

In a simulation where the signal comes from one superposition $\sum_j a_j\varphi_j$ of $n$ terms, neglecting the interference between them therefore underestimates the intensity by at most a factor $n$. If the electron is also diffracted after the energy loss, each term belongs to a pair of an incoming and an outgoing beam, and $n$ counts these pairs, not the beams. There is no such limit on overestimation: two nonzero contributions that cancel give $I_{\rm coh}=0$ with $I_{\rm inc}>0$.

```lean
/-- The coherent intensity of `n` beams is at most `n` times the intensity without interference,
with equality exactly when all contributions `a j • φ j` coincide. -/
theorem coherent_le_card_mul_incoherent (φ : ι → E) (a : ι → ℂ) :
    coherentIntensity (mdff φ) a
        ≤ (Fintype.card ι : ℂ) * incoherentIntensity (mdff φ) a ∧
      (coherentIntensity (mdff φ) a
          = (Fintype.card ι : ℂ) * incoherentIntensity (mdff φ) a ↔
        ∀ j k, a j • φ j = a k • φ k) := by
  have hd := sum_pair_distances (fun j => a j • φ j)
  have hpos : 0 ≤ ∑ j, ∑ k, ‖a j • φ j - a k • φ k‖ ^ 2 :=
    Finset.sum_nonneg fun _ _ => Finset.sum_nonneg fun _ _ => sq_nonneg _
  -- both intensities are real, so the claim is one about real numbers
  rw [coherentIntensity_eq, incoherentIntensity_eq, ← Complex.ofReal_natCast,
    ← Complex.ofReal_mul, Complex.real_le_real, Complex.ofReal_inj]
  refine ⟨by linarith, fun h j k => ?_, fun h => ?_⟩
  · -- equality makes every pair distance vanish
    have h0 : ∑ j, ∑ k, ‖a j • φ j - a k • φ k‖ ^ 2 = 0 := by linarith
    have h1 := (Finset.sum_eq_zero_iff_of_nonneg
      (fun _ _ => Finset.sum_nonneg fun _ _ => sq_nonneg _)).1 h0 j (Finset.mem_univ j)
    have h2 := (Finset.sum_eq_zero_iff_of_nonneg
      (fun _ _ => sq_nonneg _)).1 h1 k (Finset.mem_univ k)
    exact sub_eq_zero.1 (norm_eq_zero.1 (sq_eq_zero_iff.1 h2))
  · have h0 : ∑ j, ∑ k, ‖a j • φ j - a k • φ k‖ ^ 2 = 0 :=
      Finset.sum_eq_zero fun j _ => Finset.sum_eq_zero fun k _ => by
        rw [sub_eq_zero.2 (h j k), norm_zero]
        norm_num
    linarith
```

## (i) One final state attains the bound

Let every excited vector be a nonzero multiple of one vector, $\varphi_j=c_j\chi$ with $c_j\neq0$, and choose $a_j=1/c_j$. Show that
$$I_{\rm coh}=n^2\|\chi\|^2,\qquad I_{\rm inc}=n\|\chi\|^2 .$$

**Solution.** Every contribution is $a_j\varphi_j=\chi$. The superposition is $n\chi$, with squared norm $n^2\|\chi\|^2$, while the separate squared norms add up to $n\|\chi\|^2$. For $\chi\neq0$ and $n\ge1$ the ratio is $n$, so no smaller factor would do in (h). The hypothesis `hc` says that each beam can excite the final state; `h` is the statement that each contribution equals $\chi$.

```lean
/-- If all excited vectors are nonzero multiples `c j • χ` of one final state `χ`, the amplitudes
`1 / c j` give the coherent intensity `n² ‖χ‖²` and the intensity `n ‖χ‖²` without interference. -/
theorem single_final_state (χ : E) (c : ι → ℂ) (hc : ∀ j, c j ≠ 0) :
    coherentIntensity (mdff fun j => c j • χ) (fun j => (c j)⁻¹)
        = (((Fintype.card ι : ℝ) ^ 2 * ‖χ‖ ^ 2 : ℝ) : ℂ) ∧
      incoherentIntensity (mdff fun j => c j • χ) (fun j => (c j)⁻¹)
        = (((Fintype.card ι : ℝ) * ‖χ‖ ^ 2 : ℝ) : ℂ) := by
  -- each beam contributes the same vector
  have h : ∀ j, (c j)⁻¹ • c j • χ = χ := fun j => by
    rw [smul_smul, inv_mul_cancel₀ (hc j), one_smul]
  rw [coherentIntensity_eq, incoherentIntensity_eq]
  simp only [h, Finset.sum_const, Finset.card_univ]
  constructor
  · rw [← Nat.cast_smul_eq_nsmul ℂ, norm_smul, Complex.norm_natCast, mul_pow]
  · rw [nsmul_eq_mul]

end

end MixedDynamicFormFactor
```

```lean
#print axioms MixedDynamicFormFactor.mdff_posSemidef
#print axioms MixedDynamicFormFactor.coherentIntensity_eq_zero_iff
#print axioms MixedDynamicFormFactor.coherent_le_card_mul_incoherent
#print axioms MixedDynamicFormFactor.single_final_state
```

```
'MixedDynamicFormFactor.mdff_posSemidef' depends on axioms: [propext, Classical.choice, Quot.sound]
'MixedDynamicFormFactor.coherentIntensity_eq_zero_iff' depends on axioms: [propext, Classical.choice, Quot.sound]
'MixedDynamicFormFactor.coherent_le_card_mul_incoherent' depends on axioms: [propext, Classical.choice, Quot.sound]
'MixedDynamicFormFactor.single_final_state' depends on axioms: [propext, Classical.choice, Quot.sound]
```
